# A Slater determinant is an eigenfunction of a one-body operator only if the orbital span is invariant

Take two fermions on three sites $0,1,2$, with orbitals $\varphi_0=(1,0,0)$ and $\varphi_1=(0,1,0)$. With particle $0$ at site $a$ and particle $1$ at site $b$, the antisymmetric function
$$\Psi(a,b)=\varphi_0(a)\varphi_1(b)-\varphi_1(a)\varphi_0(b)$$
equals $+1$ at $(0,1)$, $-1$ at $(1,0)$ and zero elsewhere. Let $h$ be any $3\times3$ matrix with entries $h(a,y)$, let it act on each particle in turn,
$$(H\Psi)(a,b)=\sum_y h(a,y)\Psi(y,b)+\sum_y h(b,y)\Psi(a,y),$$
and suppose $H\Psi=E\Psi$ for a number $E$. At $(a,b)=(2,1)$ the first sum is $h(2,0)\Psi(0,1)=h(2,0)$, the second vanishes because $\Psi(2,y)=0$ for all $y$, and the right side is $E\cdot0$. Hence $h(2,0)=0$. The point $(0,2)$ gives $h(2,1)=0$ in the same way. So $h$ carries neither orbital onto the empty site, while $h(0,1)$ and $h(1,0)$, which mix the two orbitals, stay free. For general orbitals, evaluation at a point is replaced by a sum against a product of test functions, one of which has zero overlap with every orbital.

## The model

In Lean 4 with Mathlib:

```lean
import Mathlib

open Matrix Finset

namespace SlaterInvariantSubspace

variable {ι X : Type*} [Fintype ι] [DecidableEq ι] [Fintype X]

section Ring

variable {R : Type*} [CommRing R]
```

The type `X` is the finite set of one-particle labels (sites, or site and spin together), and `ι` is a finite index set with $N$ elements that numbers both particles and orbitals. A function $X\to R$ is written `X → R`. The scalars `R` form any commutative ring at first; $\mathbb C$ is the case to keep in mind.

```lean
/-- The Slater function `Ψ(x) = det (φ_j(x_i))` of the orbitals `φ_j`. -/
def slater (φ : ι → X → R) (x : ι → X) : R :=
  det (of fun i j => φ j (x i))
```

An orbital family `φ : ι → X → R` gives the number `φ j y`, which is $\varphi_j(y)$. A configuration `x : ι → X` places particle $i$ at $x_i$. The expression `fun i j => φ j (x i)` is the array with row $i$ and column $j$, and `of` regards it as a matrix, so $\Psi(x)=\det[\varphi_j(x_i)]$, with rows for particles and columns for orbitals. No normalisation is included. For orthonormal complex orbitals the normalised state is $\Psi/\sqrt{N!}$, with values $\pm1/\sqrt2$ in the example above, and the eigenvalue equation is unchanged by that factor.

```lean
/-- The one-particle matrix `h` acting on coordinate `i` of a many-particle function. -/
def actOn (h : Matrix X X R) (i : ι) (Ψ : (ι → X) → R) (x : ι → X) : R :=
  ∑ y, h (x i) y * Ψ (Function.update x i y)
```

`Function.update x i y` is the configuration $x$ with $x_i$ replaced by $y$, written $x[i\to y]$. The definition reads $(h_i\Psi)(x)=\sum_y h(x_i,y)\,\Psi(x[i\to y])$.

```lean
/-- The one-body operator `∑ i, h_i` acting on a many-particle function. -/
def oneBody (h : Matrix X X R) (Ψ : (ι → X) → R) (x : ι → X) : R :=
  ∑ i, actOn h i Ψ x
```

This is $H=\sum_i h_i$. There is no two-body term, and $h$ is a fixed matrix that does not depend on the orbitals.

## Determinant identities

```lean
/-- A determinant is the signed sum over permutations `σ` of the products of the entries
`A i (σ i)`. -/
theorem det_rows (A : ι → ι → R) :
    det (of A) = ∑ σ : Equiv.Perm ι, ((Equiv.Perm.sign σ : ℤ) : R) * ∏ i, A i (σ i) := by
  rw [← det_transpose, det_apply']
  rfl
```

`Equiv.Perm ι` is the set of permutations $\sigma$ of the indices, and the statement is the Leibniz formula $\det A=\sum_\sigma \operatorname{sgn}\sigma\prod_i A_{i\sigma(i)}$ for a square array $A$. The built-in formula permutes the row index, so the proof first transposes; `rw` rewrites the goal with a known equation.

```lean
/-- `h_i Ψ` is the determinant in which row `i` is built from `h φ_j` instead of `φ_j`. -/
theorem actOn_slater (h : Matrix X X R) (φ : ι → X → R) (i : ι) (x : ι → X) :
    actOn h i (slater φ) x
      = det (of fun k j => (if k = i then h *ᵥ φ j else φ j) (x k)) := by
  simp only [actOn, slater, det_rows, Finset.mul_sum]
  rw [Finset.sum_comm]
  refine Finset.sum_congr rfl fun σ _ => ?_
  -- split off the factor of particle `i` on both sides
  have h1 : ∀ y, ∏ k, φ (σ k) (Function.update x i y k)
      = φ (σ i) y * ∏ k ∈ univ.erase i, φ (σ k) (x k) := by
    intro y
    rw [← Finset.mul_prod_erase univ _ (mem_univ i), Function.update_self]
    exact congrArg (fun t => φ (σ i) y * t) (Finset.prod_congr rfl fun k hk => by
      rw [Function.update_of_ne (Finset.ne_of_mem_erase hk)])
  have h2 : ∏ k, (if k = i then h *ᵥ φ (σ k) else φ (σ k)) (x k)
      = (h *ᵥ φ (σ i)) (x i) * ∏ k ∈ univ.erase i, φ (σ k) (x k) := by
    rw [← Finset.mul_prod_erase univ _ (mem_univ i), if_pos rfl]
    exact congrArg (fun t => (h *ᵥ φ (σ i)) (x i) * t) (Finset.prod_congr rfl fun k hk => by
      rw [if_neg (Finset.ne_of_mem_erase hk)])
  rw [h2]
  simp only [h1, mulVec, dotProduct, Finset.sum_mul, Finset.mul_sum]
  exact Finset.sum_congr rfl fun y _ => by ring
```

Here `h *ᵥ φ j` is the vector $(h\varphi_j)(a)=\sum_y h(a,y)\varphi_j(y)$. The theorem says that $h_i\Psi$ is the determinant whose row $i$ has entries $(h\varphi_j)(x_i)$ and whose other rows are those of $\Psi$. By hand, one term of the Leibniz sum contains $y$ only in the factor of particle $i$:
$$\sum_y h(x_i,y)\,\varphi_{\sigma(i)}(y)\prod_{k\ne i}\varphi_{\sigma(k)}(x_k)=(h\varphi_{\sigma(i)})(x_i)\prod_{k\ne i}\varphi_{\sigma(k)}(x_k).$$
In the proof `Finset.sum_comm` moves the sum over $\sigma$ outside the sum over $y$, and `h1` and `h2` split off the factor of particle $i$ on the left and on the right, with `univ.erase i` the index set $k\neq i$.

```lean
/-- Summing the product `∏ F_i(x_i)` against `det (A_ij(x_i))`, with row-dependent functions
`A_ij`, over all configurations gives the determinant of the overlaps `F_i · A_ij`. -/
theorem product_overlap (F : ι → X → R) (A : ι → ι → X → R) :
    ∑ x : ι → X, (∏ i, F i (x i)) * det (of fun i j => A i j (x i))
      = det (of fun i j => F i ⬝ᵥ A i j) := by
  simp only [det_rows, dotProduct, Finset.mul_sum]
  rw [Finset.sum_comm]
  refine Finset.sum_congr rfl fun σ _ => ?_
  rw [Finset.prod_univ_sum, Fintype.piFinset_univ, Finset.mul_sum]
  refine Finset.sum_congr rfl fun x _ => ?_
  rw [Finset.prod_mul_distrib]
  ring
```

The dot `⬝ᵥ` is the bilinear overlap $u\cdot v=\sum_y u(y)v(y)$, with no complex conjugate. For test functions $F_i$ and functions $A_{ij}$ that may depend on the row, the claim is
$$\sum_x\prod_iF_i(x_i)\,\det[A_{ij}(x_i)]=\det[F_i\cdot A_{ij}].$$
For fixed $\sigma$ the summand is a product of factors that each involve one coordinate, so
$$\sum_x\prod_i F_i(x_i)A_{i\sigma(i)}(x_i)=\prod_i\sum_y F_i(y)A_{i\sigma(i)}(y),$$
and the signed sum over $\sigma$ rebuilds a determinant. `Finset.prod_univ_sum` is this factorisation, read from right to left. The row dependence of $A_{ij}$ lets the identity apply to $h_i\Psi$ as well as to $\Psi$.

```lean
/-- Every linear functional on one-particle functions is the overlap with a fixed function. -/
theorem exists_covector (g : (X → R) →ₗ[R] R) : ∃ w : X → R, ∀ v, w ⬝ᵥ v = g v := by
  classical
  refine ⟨fun y => g (fun z => if y = z then 1 else 0), fun v => ?_⟩
  rw [LinearMap.pi_apply_eq_sum_univ g v]
  exact Finset.sum_congr rfl fun y _ => mul_comm _ _

end Ring
```

The arrow `→ₗ[R]` marks a linear map and `∃` reads "there is". A linear functional $g$ on one-particle functions is the overlap with $w(y)=g(e_y)$, where $e_y$ is the unit vector at $y$: from $v=\sum_y v(y)e_y$ follows $g(v)=\sum_y v(y)w(y)$.

## The main argument

```lean
section Field

variable {K : Type*} [Field K]

omit [Fintype ι] in
/-- Linearly independent orbitals have a biorthogonal family: `f_i · φ_j = δ_ij`. -/
theorem exists_biorthogonal (φ : ι → X → K) (hφ : LinearIndependent K φ) :
    ∃ f : ι → X → K, ∀ i j, f i ⬝ᵥ φ j = if i = j then 1 else 0 := by
  obtain ⟨G, hG⟩ := LinearMap.exists_leftInverse_of_injective
    (Finsupp.linearCombination K φ) (LinearMap.ker_eq_bot.2 hφ)
  have hGφ : ∀ j, G (φ j) = Finsupp.single j 1 := fun j => by
    simpa using LinearMap.congr_fun hG (Finsupp.single j 1)
  choose f hf using fun i => exists_covector (Finsupp.lapply i ∘ₗ G)
  refine ⟨f, fun i j => ?_⟩
  rw [hf, LinearMap.comp_apply, hGφ, Finsupp.lapply_apply, Finsupp.single_apply]
  simp only [eq_comm]
```

From here the scalars `K` form a field. A name such as `hφ` labels a hypothesis, in this case that the orbitals are linearly independent; it is not $h$ applied to $\varphi$. The conclusion is a dual family with $f_i\cdot\varphi_j=\delta_{ij}$. For orthonormal complex orbitals $f_i=\overline{\varphi_i}$ would serve. In general, independence says that the map $c\mapsto\sum_jc_j\varphi_j$ from coefficient lists to functions, `Finsupp.linearCombination K φ`, is injective, so over a field it has a linear left inverse $G$. It sends $\varphi_j$ to the list with $1$ in place $j$ and $0$ elsewhere (`hGφ`). The $i$-th component of $G$ is a functional, and `exists_covector` turns it into $f_i$.

```lean
/-- If the orbitals are linearly independent and `∑ h_i Ψ = E Ψ`, then `g · h φ_k = 0` for
every `g` that has zero overlap with all the orbitals. -/
theorem occupied_virtual_block_zero (h : Matrix X X K) (φ : ι → X → K)
    (hφ : LinearIndependent K φ) (E : K)
    (hE : ∀ x, oneBody h (slater φ) x = E * slater φ x)
    (g : X → K) (hg : ∀ j, g ⬝ᵥ φ j = 0) (k : ι) : g ⬝ᵥ h *ᵥ φ k = 0 := by
  obtain ⟨f, hf⟩ := exists_biorthogonal φ hφ
  -- test function: the dual family with `f_k` replaced by `g`
  obtain ⟨F, hFk, hFa⟩ : ∃ F : ι → X → K, F k = g ∧ ∀ a, a ≠ k → F a = f a :=
    ⟨Function.update f k g, by simp, fun a ha => Function.update_of_ne ha _ _⟩
  have h0 : ∑ x : ι → X, (∏ i, F i (x i)) * slater φ x = 0 :=
    (product_overlap F fun _ j => φ j).trans
      (det_eq_zero_of_row_eq_zero k fun j => by simp [hFk, hg])
  -- only the term `h_k Ψ` survives the contraction
  have hi : ∀ i, ∑ x : ι → X, (∏ a, F a (x a)) * actOn h i (slater φ) x
      = if i = k then g ⬝ᵥ h *ᵥ φ k else 0 := by
    intro i
    simp only [actOn_slater]
    refine (product_overlap F fun a j => if a = i then h *ᵥ φ j else φ j).trans ?_
    by_cases hik : i = k
    · rw [if_pos hik, hik]
      have hM : (of fun a j => F a ⬝ᵥ (if a = k then h *ᵥ φ j else φ j))
          = updateRow (1 : Matrix ι ι K) k (fun j => g ⬝ᵥ h *ᵥ φ j) := by
        ext a j
        by_cases ha : a = k
        · simp [ha, hFk, updateRow_apply]
        · simp [ha, hFa a ha, hf, updateRow_apply, one_apply]
      rw [hM, ← cramer_transpose_apply, transpose_one, cramer_one]
      rfl
    · rw [if_neg hik]
      exact det_eq_zero_of_row_eq_zero k fun j => by simp [hFk, hg, Ne.symm hik]
  calc g ⬝ᵥ h *ᵥ φ k = ∑ i, if i = k then g ⬝ᵥ h *ᵥ φ k else 0 := by simp
    _ = ∑ i, ∑ x : ι → X, (∏ a, F a (x a)) * actOn h i (slater φ) x :=
        Finset.sum_congr rfl fun i _ => (hi i).symm
    _ = ∑ x : ι → X, (∏ a, F a (x a)) * oneBody h (slater φ) x := by
        rw [Finset.sum_comm]
        simp only [oneBody, Finset.mul_sum]
    _ = E * ∑ x : ι → X, (∏ a, F a (x a)) * slater φ x := by
        rw [Finset.mul_sum]
        exact Finset.sum_congr rfl fun x _ => by rw [hE]; ring
    _ = 0 := by rw [h0, mul_zero]
```

The hypothesis `hE` is $H\Psi=E\Psi$ at every configuration, `hg` says $g\cdot\varphi_j=0$ for all $j$, and the conclusion is $g\cdot h\varphi_k=0$ for each orbital $k$. Neither hermiticity of $h$ nor orthonormality of the orbitals is assumed.

Fix $k$, set $F_k=g$ and $F_a=f_a$ for $a\ne k$, and write $\langle\Phi\rangle=\sum_x\prod_aF_a(x_a)\Phi(x)$ for any many-particle function $\Phi$. Three evaluations follow from the overlap identity.

First, $\langle\Psi\rangle=\det[F_a\cdot\varphi_j]=0$, since row $k$ has entries $g\cdot\varphi_j=0$. This is `h0`.

Second, for $i\ne k$ the determinant for $\langle h_i\Psi\rangle$ differs only in row $i$. Row $k$ is still zero, so $\langle h_i\Psi\rangle=0$. This is the last branch of `hi`, again by `det_eq_zero_of_row_eq_zero`.

Third, for $i=k$ the rows $a\ne k$ are $f_a\cdot\varphi_j=\delta_{aj}$ and row $k$ is $g\cdot h\varphi_j$. The matrix is the identity with row $k$ replaced (`hM`), and its determinant is the diagonal entry $g\cdot h\varphi_k$. The proof gets this from Cramer's rule for the identity matrix, `cramer_one`.

The `calc` block, a chain of equalities each with its reason, then reads
$$g\cdot h\varphi_k=\sum_i\langle h_i\Psi\rangle=\langle H\Psi\rangle=E\langle\Psi\rangle=0.$$
In the three-site example with $k=0$ the choice $g=e_2$, $f_1=e_1$ turns $\langle\cdot\rangle$ into evaluation at $(2,1)$.

```lean
/-- If the Slater function of linearly independent orbitals satisfies `∑ h_i Ψ = E Ψ`,
then `h` maps the span of the orbitals into itself. -/
theorem span_invariant_of_eigen (h : Matrix X X K) (φ : ι → X → K)
    (hφ : LinearIndependent K φ) (E : K)
    (hE : ∀ x, oneBody h (slater φ) x = E * slater φ x) :
    ∀ v ∈ Submodule.span K (Set.range φ), h *ᵥ v ∈ Submodule.span K (Set.range φ) := by
  have hk : ∀ k, h *ᵥ φ k ∈ Submodule.span K (Set.range φ) := by
    intro k
    -- test the class of `h φ_k` modulo the span against all functionals
    rw [← Submodule.Quotient.mk_eq_zero]
    refine (Module.forall_dual_apply_eq_zero_iff K _).1 fun ψ => ?_
    obtain ⟨g, hg⟩ := exists_covector (ψ ∘ₗ (Submodule.span K (Set.range φ)).mkQ)
    have hg0 : ∀ j, g ⬝ᵥ φ j = 0 := fun j => by
      have hz : (Submodule.span K (Set.range φ)).mkQ (φ j) = 0 :=
        (Submodule.Quotient.mk_eq_zero _).2 (Submodule.subset_span ⟨j, rfl⟩)
      rw [hg, LinearMap.comp_apply, hz, map_zero]
    have hz := occupied_virtual_block_zero h φ hφ E hE g hg0 k
    rw [hg] at hz
    exact hz
  have hle : Submodule.span K (Set.range φ)
      ≤ Submodule.comap (mulVecLin h) (Submodule.span K (Set.range φ)) :=
    Submodule.span_le.2 (by rintro _ ⟨k, rfl⟩; exact hk k)
  intro v hv
  exact hle hv

end Field
```

`Submodule.span K (Set.range φ)` is the space $W$ of all combinations $\sum_jc_j\varphi_j$. The theorem states that for independent orbitals with $H\Psi=E\Psi$, every $v\in W$ has $hv\in W$.

By hand, suppose $h\varphi_k\notin W$. Then $\varphi_j$ together with $h\varphi_k$ are independent, so some functional vanishes on all $\varphi_j$ and equals $1$ on $h\varphi_k$. Written as an overlap with a function $g$, it contradicts $g\cdot h\varphi_k=0$. The proof says the same with the quotient space, functions modulo $W$: a vector lies in $W$ exactly when its class is zero, and a class is zero when every functional `ψ` on the quotient kills it (`Module.forall_dual_apply_eq_zero_iff`). Composing `ψ` with the projection `mkQ` gives a $g$ with zero overlap on all orbitals (`hg0`), and the previous theorem applies. The step `hle` passes from the orbitals to the whole span by linearity, $h\sum_kc_k\varphi_k=\sum_kc_k\,h\varphi_k$; `Submodule.comap` is the set of vectors that $h$ sends into $W$.

For $N=1$ the hypothesis is $h\varphi=E\varphi$ with $\varphi\neq0$, and for $N=0$ the span is $\{0\}$. For non-interacting fermions in a finite basis, the theorem says that a single determinant can be an exact stationary state only if the occupied space is invariant under $h$, although the individual orbitals need not be eigenvectors. The vanishing block resembles Brillouin's condition in Hartree–Fock theory, but that condition concerns an interacting Hamiltonian and an orbital-dependent Fock matrix at a stationary point of the energy, whereas here $h$ is fixed and the exact eigenvalue equation is assumed. Continuous coordinates are not covered. The converse, that invariance makes $\Psi$ an eigenfunction with $E$ the trace of $h$ on $W$, is a standard companion statement that the file leaves unproved.

```lean
/-- For Hermitian `h`, independent orbitals and `∑ h_i Ψ = E Ψ`: if `χ` is orthogonal to all
the orbitals, then so is `h χ`. -/
theorem complement_invariant_of_eigen (h : Matrix X X ℂ) (hh : h.IsHermitian)
    (φ : ι → X → ℂ) (hφ : LinearIndependent ℂ φ) (E : ℂ)
    (hE : ∀ x, oneBody h (slater φ) x = E * slater φ x)
    (χ : X → ℂ) (hχ : ∀ j, star χ ⬝ᵥ φ j = 0) (k : ι) : star (h *ᵥ χ) ⬝ᵥ φ k = 0 := by
  rw [star_mulVec, hh.eq, ← dotProduct_mulVec]
  exact occupied_virtual_block_zero h φ hφ E hE (star χ) hχ k
```

Now the scalars are $\mathbb C$. `star χ` is the complex conjugate of $\chi$, so `star χ ⬝ᵥ φ j` is the inner product $\langle\chi|\varphi_j\rangle$, and `h.IsHermitian` is $h^\dagger=h$. If $\chi$ is orthogonal to all orbitals, so is $h\chi$:
$$\langle h\chi|\varphi_k\rangle=\langle\chi|h^\dagger\varphi_k\rangle=\langle\chi|h\varphi_k\rangle=0.$$
The `rw` line performs the first two equalities, and the last is the vanishing block with $g=\overline\chi$. Without hermiticity the three-site example leaves $h(0,2)$ and $h(1,2)$ unconstrained.

In a tight-binding or other independent-particle code the orbitals are the columns of a matrix $C$ with $C_{yj}=\varphi_j(y)$. With an orthonormal basis and orthonormal columns, $P=CC^\dagger$ projects on $W$, and invariance reads $(1-P)\,hC=0$. A nonzero value of this residual shows that the determinant is not an eigenstate of $H$, and it is computed from one-particle matrices without forming $\Psi$ on all $|X|^N$ configurations.

## Two examples

```lean
/-- Two site orbitals on three sites, mixed with each other by `h`, are linearly independent
and satisfy `∑ h_i Ψ = 4 Ψ`. -/
theorem eigen_witness :
    LinearIndependent ℂ (![![1, 0, 0], ![0, 1, 0]] : Fin 2 → Fin 3 → ℂ) ∧
    ∀ x : Fin 2 → Fin 3,
      oneBody (!![1, 2, 0; 2, 3, 0; 0, 0, 7] : Matrix (Fin 3) (Fin 3) ℂ)
          (slater ![![1, 0, 0], ![0, 1, 0]]) x
        = 4 * slater (![![1, 0, 0], ![0, 1, 0]] : Fin 2 → Fin 3 → ℂ) x := by
  constructor
  · rw [LinearIndependent.pair_iff]
    intro s t hst
    exact ⟨by simpa using congrFun hst 0, by simpa using congrFun hst 1⟩
  · intro x
    simp only [oneBody, Fin.sum_univ_two, actOn_slater, slater, det_fin_two, of_apply]
    generalize x 0 = a
    generalize x 1 = b
    fin_cases a <;> fin_cases b <;> simp [mulVec, dotProduct, Fin.sum_univ_succ] <;> norm_num
```

`Fin 3` is the set $\{0,1,2\}$, `![1, 0, 0]` is a vector and `!![...]` a matrix written row by row. These are the orbitals of the opening, with a matrix that mixes them: $h\varphi_0=(1,2,0)$ and $h\varphi_1=(2,3,0)$, so neither is an eigenvector. The symbol `∧` joins the two claims, independence and $H\Psi=4\Psi$. At $x=(0,1)$ the determinants for $h_0\Psi$ and $h_1\Psi$ are
$$\begin{vmatrix}1&2\\0&1\end{vmatrix}=1,\qquad\begin{vmatrix}1&0\\2&3\end{vmatrix}=3,$$
with sum $4=4\Psi(0,1)$. At $x=(0,0)$ they are $-2$ and $+2$, so the mixing entry cancels. The tactic `fin_cases` runs through all nine configurations.

```lean
/-- For two equal orbitals on two sites and the hopping matrix `h`, the equation
`∑ h_i Ψ = E Ψ` holds for every `E`, yet `h φ` lies outside the span of the orbitals. -/
theorem independence_needed :
    (∀ (E : ℂ) (x : Fin 2 → Fin 2),
      oneBody (!![0, 1; 1, 0] : Matrix (Fin 2) (Fin 2) ℂ) (slater fun _ => ![1, 0]) x
        = E * slater (fun _ => ![1, 0]) x) ∧
    (!![0, 1; 1, 0] : Matrix (Fin 2) (Fin 2) ℂ) *ᵥ ![1, 0]
      ∉ Submodule.span ℂ (Set.range fun _ : Fin 2 => (![1, 0] : Fin 2 → ℂ)) := by
  constructor
  · intro E x
    simp only [oneBody, Fin.sum_univ_two, actOn_slater, slater, det_fin_two, of_apply,
      sub_self, add_zero, mul_zero]
  · rw [Submodule.mem_span_range_iff_exists_fun]
    rintro ⟨c, hc⟩
    have h1 := congrFun hc 1
    simp [mulVec, dotProduct, Fin.sum_univ_two] at h1

end SlaterInvariantSubspace
```

Both orbitals are $(1,0)$ on two sites, and $h$ hops between the sites. The determinants for $\Psi$, $h_0\Psi$ and $h_1\Psi$ each have two equal columns and vanish, so $H\Psi=E\Psi$ reads $0=0$ for every $E$. Yet $h\varphi=(0,1)$, and every combination of the orbitals vanishes at site $1$; `congrFun hc 1` compares that component and reaches a contradiction. Without independence the conclusion of `span_invariant_of_eigen` can therefore fail.

```lean
#print axioms SlaterInvariantSubspace.span_invariant_of_eigen
#print axioms SlaterInvariantSubspace.complement_invariant_of_eigen
#print axioms SlaterInvariantSubspace.independence_needed
```

```
'SlaterInvariantSubspace.span_invariant_of_eigen' depends on axioms: [propext, Classical.choice, Quot.sound]
'SlaterInvariantSubspace.complement_invariant_of_eigen' depends on axioms: [propext, Classical.choice, Quot.sound]
'SlaterInvariantSubspace.independence_needed' depends on axioms: [propext, Classical.choice, Quot.sound]
```
